# Growth at most polynomial on r > 0 is preserved under linear combination with power-law prefactors

Let f and g be real functions, continuous on r > 0, each bounded there in absolute value by a constant times a power of 1 + r. The lemma says that a rᵏ f(r) + b rˡ g(r), with real a, b and natural k, l, is again continuous on r > 0 and has a bound of the same kind. If r is read as a radial distance, this is a statement about radial functions in general; no Hamiltonian, normalisation or decay at infinity is assumed. The attempt takes the constant |a|C + |b|D and the exponent k + n + (l + m), bounds each summand by an auxiliary estimate `term`, and adds the two bounds with the triangle inequality.

The first attempt, which Lean rejects:

```lean
import Mathlib

open Set Filter Topology MeasureTheory
open Real (exp)

namespace Combine

noncomputable section

/-- A function that is continuous and polynomially bounded on `r > 0`. -/
def PolyGrowth (f : ℝ → ℝ) : Prop :=
  ContinuousOn f (Ioi 0) ∧ ∃ (C : ℝ) (n : ℕ), ∀ r : ℝ, 0 < r → |f r| ≤ C * (1 + r) ^ n

/-- Polynomial growth survives multiplication by powers of `r` and addition. -/
theorem PolyGrowth.combine {f g : ℝ → ℝ} (hf : PolyGrowth f) (hg : PolyGrowth g)
    (a b : ℝ) (k l : ℕ) : PolyGrowth fun r => a * r ^ k * f r + b * r ^ l * g r := by
  obtain ⟨hfc, C, n, hC⟩ := hf
  obtain ⟨hgc, D, m, hD⟩ := hg
  refine ⟨by fun_prop, |a| * C + |b| * D, k + n + (l + m), fun r hr => ?_⟩
  have term : ∀ (c B x : ℝ) (j p N : ℕ), |x| ≤ B * (1 + r) ^ p → j + p ≤ N →
      |c * r ^ j * x| ≤ |c| * B * (1 + r) ^ N := by
    intro c B x j p N hx hN
    have hp : 0 < (1 + r) ^ p := by positivity
    have hB : 0 ≤ B := le_of_mul_le_mul_right
      (by rw [zero_mul]; exact (abs_nonneg x).trans hx) hp
    calc |c * r ^ j * x| = |c| * (r ^ j * |x|) := by
          rw [abs_mul, abs_mul, abs_of_pos (pow_pos hr j), mul_assoc]
      _ ≤ |c| * ((1 + r) ^ j * (B * (1 + r) ^ p)) := by
          gcongr
          linarith
      _ = |c| * B * (1 + r) ^ (j + p) := by ring
      _ ≤ |c| * B * (1 + r) ^ N :=
          mul_le_mul_of_nonneg_left (pow_le_pow_right₀ (by linarith) hN) (by positivity)
  exact (abs_add_le _ _).trans ((add_le_add (term a C _ k n _ (hC r hr) (by omega))
    (term b D _ l m _ (hD r hr) (by omega))).trans_eq (by ring))

end

end Combine
```

Messages:

```
Main.lean:34:76: error: omega could not prove the goal:
a possible counterexample may satisfy the constraints
  e ≥ 0
  d ≥ 0
  c ≥ 0
  c + d - e ≥ 1
where
 c := ↑k
 d := ↑n
 e := ↑?m.579
Main.lean:35:36: error: omega could not prove the goal:
a possible counterexample may satisfy the constraints
  e ≥ 0
  d ≥ 0
  c ≥ 0
  c + d - e ≥ 1
where
 c := ↑l
 d := ↑m
 e := ↑?m.582
Try this:
  [apply] ring_nf
  
  The `ring` tactic failed to close the goal. Use `ring_nf` to obtain a normal form.
    
  Note that `ring` works primarily in *commutative* rings. If you have a noncommutative ring, abelian group or module, consider using `noncomm_ring`, `abel` or `module` instead.
Main.lean:35:55: error: unsolved goals
f g : ℝ → ℝ
a b : ℝ
k l : ℕ
hfc : ContinuousOn f (Ioi 0)
C : ℝ
n : ℕ
hC : ∀ (r : ℝ), 0 < r → |f r| ≤ C * (1 + r) ^ n
hgc : ContinuousOn g (Ioi 0)
D : ℝ
m : ℕ
hD : ∀ (r : ℝ), 0 < r → |g r| ≤ D * (1 + r) ^ m
r : ℝ
hr : 0 < r
term : ∀ (c B x : ℝ) (j p N : ℕ), |x| ≤ B * (1 + r) ^ p → j + p ≤ N → |c * r ^ j * x| ≤ |c| * B * (1 + r) ^ N
⊢ |a| * C * (1 + r) ^ sorry + |b| * D * (1 + r) ^ sorry =
    |a| * C * (1 + r) ^ k * (1 + r) ^ n * (1 + r) ^ l * (1 + r) ^ m +
      |b| * D * (1 + r) ^ k * (1 + r) ^ n * (1 + r) ^ l * (1 + r) ^ m
```

The estimate `term` takes a target exponent `N` and needs a proof that `j + p ≤ N`. Both calls left `N` as `_`. The hypotheses `hC r hr` and `hD r hr` do not mention `N`, and the goal's exponent is reached only through the equation left to `ring`, so nothing had fixed `N` when `omega` ran. The atoms `?m.579` and `?m.582` in the first two messages are these unknowns. `omega` treats each as an arbitrary natural number, which may be smaller than `k + n` or `l + m`, so it fails.

The third error is a consequence: the undetermined exponents appear as `sorry` on the left of the equation, and `ring` cannot match them with the actual powers on the right.

The repair passes `k + n + (l + m)` explicitly in both calls. `omega` then has true inequalities between known naturals, and `ring` only has to factor out a common power of `1 + r`. Naming the two bounds `ha` and `hb` is mere tidying.

As a diff, the version that Lean accepts:

```diff
@@ -32,6 +32,7 @@
       _ ≤ |c| * B * (1 + r) ^ N :=
           mul_le_mul_of_nonneg_left (pow_le_pow_right₀ (by linarith) hN) (by positivity)
-  exact (abs_add_le _ _).trans ((add_le_add (term a C _ k n _ (hC r hr) (by omega))
-    (term b D _ l m _ (hD r hr) (by omega))).trans_eq (by ring))
+  have ha := term a C _ k n (k + n + (l + m)) (hC r hr) (by omega)
+  have hb := term b D _ l m (k + n + (l + m)) (hD r hr) (by omega)
+  exact (abs_add_le _ _).trans ((add_le_add ha hb).trans_eq (by ring))
 
 end
```
